# For a moving electron in a constant potential below $2c^2$, the ZORA error has the sign of the Dirac energy counted from rest

## Energies, units and the ZORA denominator

An electron moves with momentum $p$ in a constant potential energy $v$. Units are such that the electron mass and $\hbar$ are 1, and $c$ is the speed of light. All energies are counted from the rest energy $c^2$. On a plane wave $\boldsymbol\sigma\cdot\mathbf p$ has the eigenvalues $\pm|\mathbf p|$, and $p$ stands for one of them, so it is a real number of either sign. The Dirac equation then couples one large component $\varphi$ to one small component $\chi$:

$$v\varphi+cp\,\chi=E\varphi,\qquad cp\,\varphi+(v-2c^2)\chi=E\chi .$$

Eliminating $\chi$ gives

$$E=v+\frac{c^2p^2}{2c^2+E-v}.$$

The zeroth-order regular approximation (ZORA) drops $E$ from the denominator. The question is how far this moves the energy, in which direction, and how the result responds to a change of $v$.

```lean
import Mathlib

open Matrix

namespace ZoraEnergyError

noncomputable section
```

The relativistic kinetic energy without the rest energy is

$$k=\sqrt{c^4+c^2p^2}-c^2 .$$

```lean
/-- Relativistic kinetic energy of a free particle of unit mass and momentum `p`,
without the rest energy. -/
def kinetic (c p : ℝ) : ℝ := √(c ^ 4 + c ^ 2 * p ^ 2) - c ^ 2
```

The electronic (upper) branch of the Dirac energy is $E=v+k$. The name `diracEnergy` refers to this branch only.

```lean
/-- Dirac energy (upper branch, without the rest energy) in a constant potential `v`. -/
def diracEnergy (c p v : ℝ) : ℝ := v + kinetic c p
```

The ZORA energy is

$$Z(v)=v+\frac{c^2p^2}{2c^2-v}.$$

```lean
/-- ZORA energy in a constant potential `v`, for `v ≠ 2c²`. -/
def zoraEnergy (c p v : ℝ) : ℝ := v + c ^ 2 * p ^ 2 / (2 * c ^ 2 - v)
```

## The kinetic energy and its dispersion relation

Since $k+c^2=\sqrt{c^4+c^2p^2}$, squaring gives $k^2+2c^2k+c^4=c^4+c^2p^2$, hence

$$k^2+2c^2k=c^2p^2 .$$

In Lean, `Real.sq_sqrt` supplies the square of the root, which is allowed because the radicand is not negative. The rest is algebra.

```lean
/-- The relativistic kinetic energy `k` obeys `k² + 2c²k = c²p²`. -/
theorem kinetic_dispersion (c p : ℝ) :
    kinetic c p ^ 2 + 2 * c ^ 2 * kinetic c p = c ^ 2 * p ^ 2 := by
  have h : √(c ^ 4 + c ^ 2 * p ^ 2) ^ 2 = c ^ 4 + c ^ 2 * p ^ 2 :=
    Real.sq_sqrt (by positivity)
  unfold kinetic
  linear_combination h
```

If $c>0$ and $p\neq0$, then $c^2p^2>0$. So $\sqrt{c^4+c^2p^2}>\sqrt{c^4}=c^2$, and $k>0$.

```lean
/-- A particle with nonzero momentum has positive kinetic energy, for `c > 0`. -/
theorem kinetic_pos {c p : ℝ} (hc : 0 < c) (hp : p ≠ 0) : 0 < kinetic c p := by
  have h : c ^ 2 < √(c ^ 4 + c ^ 2 * p ^ 2) := by
    rw [Real.lt_sqrt (by positivity)]
    have : 0 < c ^ 2 * p ^ 2 := by positivity
    nlinarith
  unfold kinetic
  linarith
```

## The error is a multiple of the Dirac energy

Subtract the two energies and replace $c^2p^2$ by $k^2+2c^2k$:

$$Z-E=\frac{c^2p^2}{2c^2-v}-k=\frac{k^2+2c^2k-(2c^2-v)k}{2c^2-v}=\frac{k}{2c^2-v}\,(v+k).$$

The last bracket is $E$. The Lean proof makes the same replacement by rewriting with `kinetic_dispersion` from right to left, and then clears the denominator, which is nonzero because $v\neq2c^2$.

```lean
/-- In a constant potential `v ≠ 2c²` the ZORA error is the Dirac energy times
`k / (2c² - v)`, where `k` is the relativistic kinetic energy. -/
theorem zora_error (c p : ℝ) {v : ℝ} (hv : v ≠ 2 * c ^ 2) :
    zoraEnergy c p v - diracEnergy c p v
      = kinetic c p / (2 * c ^ 2 - v) * diracEnergy c p v := by
  have hd : 2 * c ^ 2 - v ≠ 0 := sub_ne_zero.mpr (Ne.symm hv)
  unfold zoraEnergy diracEnergy
  rw [← kinetic_dispersion c p]
  field_simp
  ring
```

For $v<2c^2$, $c>0$ and $p\ne0$ the factor $k/(2c^2-v)$ is positive, so $Z-E$ and $E$ have the same sign. `SignType.sign` takes the values $-1$, $0$ and $1$, and the single equation therefore contains three cases: ZORA is too low for $E<0$, exact for $E=0$ and too high for $E>0$. The proof uses that the sign of a product is the product of the signs.

```lean
/-- For `c > 0`, nonzero momentum and a constant potential `v < 2c²`, the ZORA error has
the sign of the Dirac energy: ZORA is too low for negative energies, exact at zero energy
and too high for positive energies. -/
theorem sign_zora_error {c p v : ℝ} (hc : 0 < c) (hp : p ≠ 0) (hv : v < 2 * c ^ 2) :
    SignType.sign (zoraEnergy c p v - diracEnergy c p v)
      = SignType.sign (diracEnergy c p v) := by
  have h : 0 < kinetic c p / (2 * c ^ 2 - v) :=
    div_pos (kinetic_pos hc hp) (sub_pos.mpr hv)
  rw [zora_error c p hv.ne, sign_mul, sign_pos h, one_mul]
```

## ZORA does not follow a shift of the potential rigidly

Adding a constant to the potential should add the same constant to every energy, and the Dirac energy obeys this: $dE/dv=1$. For ZORA with $c>0$, $p\neq0$ and $v<2c^2$ the quotient rule gives

$$Z'(v)=1+\frac{c^2p^2}{(2c^2-v)^2}>1 .$$

This is the gauge dependence of ZORA in its differential form. `HasDerivAt` states that `zoraEnergy c p`, as a function of the potential, has the given derivative at `v`; the second half of the theorem is the inequality. The first part of the proof differentiates the constant $c^2p^2$ divided by $2c^2-x$, and the second notes that the extra term is positive.

```lean
/-- For `c > 0`, nonzero momentum and `v < 2c²`, the ZORA energy changes with the constant
potential at the rate `1 + c²p²/(2c² - v)²`, which is greater than one. -/
theorem zora_slope {c p v : ℝ} (hc : 0 < c) (hp : p ≠ 0) (hv : v < 2 * c ^ 2) :
    HasDerivAt (zoraEnergy c p) (1 + c ^ 2 * p ^ 2 / (2 * c ^ 2 - v) ^ 2) v ∧
      1 < 1 + c ^ 2 * p ^ 2 / (2 * c ^ 2 - v) ^ 2 := by
  have hd : 0 < 2 * c ^ 2 - v := sub_pos.mpr hv
  constructor
  · have h1 : HasDerivAt (fun x : ℝ => 2 * c ^ 2 - x) (-1) v :=
      (hasDerivAt_id' v).const_sub _
    have h2 := (hasDerivAt_id' v).fun_add
      ((hasDerivAt_const v (c ^ 2 * p ^ 2)).fun_div h1 hd.ne')
    exact h2.congr_deriv (by ring)
  · have : 0 < c ^ 2 * p ^ 2 / (2 * c ^ 2 - v) ^ 2 := by positivity
    linarith
```

## The Dirac equation in a finite basis

For a potential that varies in space, let the large component $\varphi$ have coefficients indexed by a finite set `n`, and the small component $\chi$ coefficients indexed by a finite set `m`, both in orthonormal bases. The equations become

$$A\varphi+cB^\dagger\chi=E\varphi,\qquad c(B\varphi)_i+(w_i-2c^2)\chi_i=E\chi_i .$$

Here $A$ is the potential on the large component, not a vector potential, and $B$ represents $\boldsymbol\sigma\cdot\mathbf p$, not a magnetic field. The real numbers $w_i$ are the potential on the small component, which is taken to be diagonal. A Hermitian matrix in its place can be diagonalised by a unitary change of the small-component basis, which $B$ absorbs.

In the code `*ᵥ` applies a matrix to a vector and `ᴴ` is the conjugate transpose. `DiracEq` places no condition on $A$ or $B$, and it does not require the solution to be normalised or nonzero.

```lean
variable {n m : Type*} [Fintype n] [Fintype m] [DecidableEq m]

/-- The Dirac equation in a finite basis, without the rest energy: `φ` and `χ` are the large
and small components, `A` and `w` the potential acting on them, and `B` stands for `σ·p`. -/
def DiracEq (c : ℝ) (A : Matrix n n ℂ) (B : Matrix m n ℂ) (w : m → ℝ) (E : ℝ)
    (φ : n → ℂ) (χ : m → ℂ) : Prop :=
  A *ᵥ φ + (c : ℂ) • (Bᴴ *ᵥ χ) = (E : ℂ) • φ ∧
    ∀ i, (c : ℂ) * (B *ᵥ φ) i + ((w i : ℂ) - 2 * (c : ℂ) ^ 2) * χ i = (E : ℂ) * χ i
```

Eliminating $\chi$ and dropping $E$ from the denominator, as before, gives the ZORA Hamiltonian, a matrix that is called $Z$ from here on:

$$Z=A+B^\dagger\,\mathrm{diag}\!\left(\frac{c^2}{2c^2-w_i}\right)B .$$

```lean
/-- The ZORA Hamiltonian `A + B† c²/(2c² - w) B`, for potentials with no `w i = 2c²`. -/
def zoraMatrix (c : ℝ) (A : Matrix n n ℂ) (B : Matrix m n ℂ) (w : m → ℝ) : Matrix n n ℂ :=
  A + Bᴴ * diagonal (fun i => ((c ^ 2 / (2 * c ^ 2 - w i) : ℝ) : ℂ)) * B
```

The constant potential is the case of one function in each basis, with $A=w=v$ and $B=p$. Take $\varphi=cp$ and $\chi=k$. The upper equation reads $v\,cp+cp\,k=(v+k)\,cp$. The lower one reads $c^2p^2+(v-2c^2)k=(v+k)k$, which is the dispersion relation again. So $v+k$ is indeed a Dirac energy whenever $cp\neq0$, which makes the vector nonzero. The normalised components are then $cp/\sqrt{c^2p^2+k^2}$ and $k/\sqrt{c^2p^2+k^2}$.

```lean
/-- In a constant potential `v`, the components `φ = cp` and `χ = k` solve the Dirac
equation with energy `v + k`, where `k` is the relativistic kinetic energy. -/
theorem diracEq_witness (c p v : ℝ) :
    DiracEq c (Matrix.of fun _ _ : Fin 1 => (v : ℂ)) (Matrix.of fun _ _ : Fin 1 => (p : ℂ))
      (fun _ => v) (diracEnergy c p v)
      (fun _ => ((c * p : ℝ) : ℂ)) (fun _ => (kinetic c p : ℂ)) := by
  have hk : (kinetic c p : ℂ) ^ 2 + 2 * (c : ℂ) ^ 2 * (kinetic c p : ℂ)
      = (c : ℂ) ^ 2 * (p : ℂ) ^ 2 := by
    exact_mod_cast kinetic_dispersion c p
  constructor
  · ext i
    simp only [diracEnergy, Matrix.mulVec, dotProduct, Matrix.conjTranspose_apply,
      Matrix.of_apply, Pi.add_apply, Pi.smul_apply, smul_eq_mul, Finset.univ_unique,
      Finset.sum_singleton, Complex.star_def, Complex.conj_ofReal, Complex.ofReal_add,
      Complex.ofReal_mul]
    ring
  · intro i
    simp only [diracEnergy, Matrix.mulVec, dotProduct, Matrix.of_apply, Finset.univ_unique,
      Finset.sum_singleton, Complex.ofReal_add, Complex.ofReal_mul]
    linear_combination -hk
```

## The error of the ZORA expectation value

Write $u=B\varphi$ and $d_i=2c^2-w_i$, with all $d_i\neq0$. The upper equation gives $A\varphi=E\varphi-cB^\dagger\chi$, and $\langle\varphi,B^\dagger\chi\rangle=\langle u,\chi\rangle$. Therefore

$$\langle\varphi,Z\varphi\rangle-E\langle\varphi,\varphi\rangle=\sum_i\left(\frac{c^2|u_i|^2}{d_i}-c\,u_i^*\chi_i\right)=\sum_i c\,u_i^*\left(\frac{c\,u_i}{d_i}-\chi_i\right).$$

The lower equation gives $c\,u_i=(d_i+E)\chi_i$. The bracket becomes $E\chi_i/d_i$, and so

$$\langle\varphi,Z\varphi\rangle-E\langle\varphi,\varphi\rangle=E\,S,\qquad S=\sum_i\frac{2c^2+E-w_i}{2c^2-w_i}\,|\chi_i|^2 .$$

For $\varphi\neq0$ the normalised expectation value is $E\,(1+S/\langle\varphi,\varphi\rangle)$.

In Lean the inner product is `star φ ⬝ᵥ φ`, because `⬝ᵥ` alone does not conjugate. The local fact `adj` moves $B^\dagger$ to the other side, `hs` is the sum treated component by component, and `hu` and `hu'` are the lower equation and its complex conjugate.

```lean
/-- For a Dirac solution of energy `E` in a potential with no `w i = 2c²`, the ZORA expectation
value in the large component differs from `E⟨φ,φ⟩` by `E` times the sum of the `‖χ i‖²` with weights
`(2c² + E - w i) / (2c² - w i)`. -/
theorem zora_expectation_error {c E : ℝ} {A : Matrix n n ℂ} {B : Matrix m n ℂ} {w : m → ℝ}
    {φ : n → ℂ} {χ : m → ℂ} (h : DiracEq c A B w E φ χ) (hw : ∀ i, w i ≠ 2 * c ^ 2) :
    star φ ⬝ᵥ (zoraMatrix c A B w *ᵥ φ) - (E : ℂ) * (star φ ⬝ᵥ φ)
      = ((E * ∑ i, (2 * c ^ 2 + E - w i) / (2 * c ^ 2 - w i) * ‖χ i‖ ^ 2 : ℝ) : ℂ) := by
  obtain ⟨h1, h2⟩ := h
  have hA : A *ᵥ φ = (E : ℂ) • φ - (c : ℂ) • (Bᴴ *ᵥ χ) := eq_sub_of_add_eq h1
  have adj : ∀ y : m → ℂ, star φ ⬝ᵥ (Bᴴ *ᵥ y) = star (B *ᵥ φ) ⬝ᵥ y := fun y => by
    rw [Matrix.dotProduct_mulVec, Matrix.star_mulVec]
  -- the upper Dirac equation eliminates the potential on the large component
  rw [zoraMatrix, Matrix.add_mulVec, hA, Matrix.mul_assoc, ← Matrix.mulVec_mulVec,
    ← Matrix.mulVec_mulVec, dotProduct_add, dotProduct_sub, dotProduct_smul,
    dotProduct_smul, adj χ, adj, smul_eq_mul, smul_eq_mul]
  have hs : star (B *ᵥ φ) ⬝ᵥ
        (diagonal (fun i => ((c ^ 2 / (2 * c ^ 2 - w i) : ℝ) : ℂ)) *ᵥ (B *ᵥ φ))
      - (c : ℂ) * (star (B *ᵥ φ) ⬝ᵥ χ)
      = ((E * ∑ i, (2 * c ^ 2 + E - w i) / (2 * c ^ 2 - w i) * ‖χ i‖ ^ 2 : ℝ) : ℂ) := by
    simp only [dotProduct, Matrix.mulVec_diagonal, Pi.star_apply]
    rw [Finset.mul_sum, ← Finset.sum_sub_distrib, Finset.mul_sum, Complex.ofReal_sum]
    refine Finset.sum_congr rfl fun i _ => ?_
    -- the lower Dirac equation expresses `c B φ` through the small component
    have hu : (c : ℂ) * (B *ᵥ φ) i = (2 * (c : ℂ) ^ 2 + E - w i) * χ i := by
      linear_combination h2 i
    have hu' : (c : ℂ) * star ((B *ᵥ φ) i)
        = (2 * (c : ℂ) ^ 2 + E - w i) * star (χ i) := by
      have h2c : (starRingEnd ℂ) 2 = 2 := Complex.ext (by simp) (by simp)
      simpa [h2c] using congrArg (starRingEnd ℂ) hu
    have hn : star (χ i) * χ i = (‖χ i‖ : ℂ) ^ 2 := Complex.conj_mul' _
    have hd : 2 * (c : ℂ) ^ 2 - (w i : ℂ) ≠ 0 := by
      exact_mod_cast sub_ne_zero.mpr (Ne.symm (hw i))
    push_cast
    rw [← hn]
    calc _ = ((c : ℂ) * star ((B *ᵥ φ) i)) *
          (((c : ℂ) * (B *ᵥ φ) i) / (2 * (c : ℂ) ^ 2 - w i) - χ i) := by ring
      _ = _ := by
        rw [hu, hu']
        field_simp
        ring
  linear_combination hs
```

The upper Dirac equation enters this proof by rewriting with `hA`, and the lower one through the tactic `linear_combination`. Given a proof `h` of $a=b$ and a goal $s=t$, the call `linear_combination h` succeeds if $s-t-(a-b)$ vanishes by the rules of commutative rings. Quantities such as `(B *ᵥ φ) i` are treated as unknown letters. For `hu` the equation supplied is `h2 i`, the lower Dirac equation, and the tactic does the rearrangement. The last line, `linear_combination hs`, cancels the two terms $E\langle\varphi,\varphi\rangle$ in the same way. The physicist names the equation to be used, and the tactic checks the algebra.

## When the ZORA minimum lies below a negative Dirac energy

Let $E<0$, $\chi\neq0$ and $w_i<2c^2+E$ for all $i$. The last condition says that $E$ lies above every $w_i-2c^2$, the potential on the small component lowered by the gap $2c^2$. In a constant potential the electronic branch with $p\neq0$ always meets it. Both numerators and denominators in $S$ are then positive, so $S>0$ and

$$\langle\varphi,Z\varphi\rangle=E\langle\varphi,\varphi\rangle+E\,S<E\langle\varphi,\varphi\rangle .$$

Let $\mu$ be a lower bound of the ZORA energy, so that $\mu\langle x,x\rangle\le\langle x,Zx\rangle$ for every vector $x$. If $\mu\ge E$, then inserting $x=\varphi$ gives $E\langle\varphi,\varphi\rangle\le\mu\langle\varphi,\varphi\rangle\le\langle\varphi,Z\varphi\rangle$, a contradiction. Hence $\mu<E$.

The theorem compares real parts, since the products in Lean are complex numbers and $A$ is not assumed Hermitian. For Hermitian $A$ the lowest ZORA eigenvalue is such a bound and therefore lies strictly below $E$. The comparison is with the bottom of the ZORA spectrum; it does not order the higher levels one by one.

```lean
/-- If a Dirac solution has negative energy `E`, a nonzero small component and a potential
`w i < 2c² + E` on it, then every lower bound `μ` of the ZORA energy expectation lies
strictly below `E`. -/
theorem zora_below_dirac {c E μ : ℝ} {A : Matrix n n ℂ} {B : Matrix m n ℂ} {w : m → ℝ}
    {φ : n → ℂ} {χ : m → ℂ} (h : DiracEq c A B w E φ χ) (hE : E < 0)
    (hw : ∀ i, w i < 2 * c ^ 2 + E) (hχ : χ ≠ 0)
    (hμ : ∀ x : n → ℂ, μ * (star x ⬝ᵥ x).re ≤ (star x ⬝ᵥ (zoraMatrix c A B w *ᵥ x)).re) :
    μ < E := by
  have herr := congrArg Complex.re
    (zora_expectation_error h fun i => (show w i < 2 * c ^ 2 by linarith [hw i]).ne)
  simp only [Complex.sub_re, Complex.re_ofReal_mul, Complex.ofReal_re] at herr
  have hq : ∀ i, 0 < (2 * c ^ 2 + E - w i) / (2 * c ^ 2 - w i) := fun i =>
    div_pos (by linarith [hw i]) (by linarith [hw i])
  obtain ⟨j, hj⟩ := Function.ne_iff.mp hχ
  have hS : 0 < ∑ i, (2 * c ^ 2 + E - w i) / (2 * c ^ 2 - w i) * ‖χ i‖ ^ 2 :=
    Finset.sum_pos' (fun i _ => mul_nonneg (hq i).le (sq_nonneg _))
      ⟨j, Finset.mem_univ j, mul_pos (hq j) (pow_pos (norm_pos_iff.mpr hj) 2)⟩
  have hN : 0 ≤ (star φ ⬝ᵥ φ).re := by
    simp only [dotProduct, Complex.re_sum, Pi.star_apply]
    refine Finset.sum_nonneg fun i _ => ?_
    have : (star (φ i) * φ i).re = (φ i).re ^ 2 + (φ i).im ^ 2 := by
      simp [Complex.mul_re]
      ring
    rw [this]
    positivity
  -- the large component is a trial vector with ZORA energy below `E`
  by_contra hge
  have h1 := mul_le_mul_of_nonneg_right (not_lt.mp hge) hN
  have h2 := mul_neg_of_neg_of_pos hE hS
  linarith [hμ φ]

end

end ZoraEnergyError
```

```lean
#print axioms ZoraEnergyError.sign_zora_error
-- 'ZoraEnergyError.sign_zora_error' depends on axioms: [propext, Classical.choice, Quot.sound]
#print axioms ZoraEnergyError.zora_slope
-- 'ZoraEnergyError.zora_slope' depends on axioms: [propext, Classical.choice, Quot.sound]
#print axioms ZoraEnergyError.zora_below_dirac
-- 'ZoraEnergyError.zora_below_dirac' depends on axioms: [propext, Classical.choice, Quot.sound]
```

## What the inequality covers, and the case of zero energy

For Hermitian $A$ the inequality concerns the lowest eigenvalue of `zoraMatrix`, in a one-electron problem with a fixed potential; the change of the potential during a self-consistent calculation is left out. In this matrix $2c^2-w$ is inverted within the finite basis of the small component. A program that instead integrates the operator $c^2/(2c^2-V)$ directly, with $V$ the potential in space, generally has a different ZORA matrix in a finite basis, and the theorem does not cover it. The step from these matrices to the differential operators of an atom or molecule is a basis-set limit, which the hypotheses do not include.

The same two substitutions give a neighbouring result at $E=0$, again with all $w_i\neq2c^2$. The lower equation is then $c\,(B\varphi)_i=(2c^2-w_i)\chi_i$, and so

$$Z\varphi=A\varphi+cB^\dagger\chi=0 .$$

A nonzero Dirac solution at zero energy thus has a large component that is an eigenvector of the ZORA Hamiltonian with eigenvalue zero. This is more than the vanishing of an expectation value, and it rests on the two lines above, without a Lean proof.
